# With a flat excited spectrum, Rayleigh–Schrödinger energies are free cumulants divided by powers of $-D$

Let $H_0=D(1-P)$, with $D>0$ and $P$ the projector on a unit vector $\psi_0$, and perturb it by $tV$. I believe the intermediate-normalised energies are $E_{n+1}=\kappa_{n+1}/(-D)^n$, where $\kappa_n$ are the free cumulants of the moments $\mu_k=\langle\psi_0,V^k\psi_0\rangle$. With $m_k=\langle\psi_0,(V-E_1)^k\psi_0\rangle$, this should give

$$E_2=-\frac{m_2}{D},\qquad E_3=\frac{m_3}{D^2},\qquad E_4=-\frac{m_4-2m_2^2}{D^3}.$$

Can this be made rigorous and machine-checked, at all orders?

## The moments of $V$ fix every order

Yes, and $V$ need not be symmetric. Expand the energy as $\sum_nt^nE_n$ and the state as $\sum_nt^n\psi_n$, with $\langle\psi_0,\psi_n\rangle=0$ for $n\ge1$. Order zero gives $E_0=0$. At order $n+1$, $P\psi_{n+1}=0$, so

$$V\psi_n=-D\psi_{n+1}+\sum_{j=0}^{n}E_{j+1}\psi_{n-j}.$$

Put $\phi_n=(-D)^n\psi_n$ and $c_j=(-D)^jE_{j+1}$. Then

$$V\phi_n=\phi_{n+1}+\sum_{i=0}^{n}c_{n-i}\phi_i.$$

Let $M(z)=\sum_k\mu_kz^k$, and let $[z^r]$ denote the coefficient of $z^r$. By induction,

$$V^k\psi_0=\sum_{n=0}^{k}[z^{k-n}]M^{n+1}\,\phi_n.$$

This holds at $k=0$. Applying $V$ once more gives $\phi_i$ the coefficient

$$[z^{k+1-i}]M^i+\sum_{j=0}^{k-i}c_j[z^{k-i-j}]M^{i+j+1}$$

for $i\le k$, and $1$ for $i=k+1$. Projection on $\psi_0$ selects $i=0$, where the first term vanishes:

$$\mu_{k+1}=\sum_{j=0}^{k}c_j[z^{k-j}]M^{j+1}.$$

Through order $z^{k+1}$ this says $M=1+\sum_jc_jz^{j+1}M^{j+1}$. Multiplying by $M^i$ turns the coefficient above into $[z^{k+1-i}]M^{i+1}$, which closes the induction.

The projected equation is the moment–cumulant recursion. Its last term is $c_k$, since $\mu_0=1$, so the moments determine $c_k=\kappa_{k+1}$ successively.

For the low orders, set $W=V-E_1$. Repeated use of the first relation gives

$$\begin{aligned}
W\psi_0&=-D\psi_1,\\
W^2\psi_0&=D^2\psi_2-DE_2\psi_0,\\
W^3\psi_0&=-D^3\psi_3+2D^2E_2\psi_1+D^2E_3\psi_0.
\end{aligned}$$

In $W^4\psi_0$ the coefficient of $\psi_0$ is $-D^3E_4+2D^2E_2^2$. Projection gives $m_2=-DE_2$, $m_3=D^2E_3$ and $m_4=-D^3E_4+2m_2^2$, hence the three formulas.

## A two-level example and a short computation

Take $D=2$, $\psi_0=(1,0)$ and $V=\begin{pmatrix}0&1\\1&1\end{pmatrix}$. Then $E_1=0$, $m_2=m_3=1$ and $m_4=2$, so $E_2=-1/2$, $E_3=1/4$ and $E_4=0$. Expanding the lower root of $E(E-2-t)=t^2$ gives the same coefficients.

In code with Hermitian $V$, compute $w_1=W\psi_0$ and $w_2=Ww_1$. Then $m_2=\langle w_1,w_1\rangle$, $m_3=\langle w_1,w_2\rangle$ and $m_4=\langle w_2,w_2\rangle$: two applications of $V$ reach fourth order. In electronic structure, a single $D$ corresponds to replacing all excitation energies by one average; the formulas are exact for that one-gap model, but in general not for a spectrum with several gaps.

## What the Lean statements say

`H` is any complex inner product space, and `V : Module.End ℂ H` is a linear map defined on all of it; an unbounded operator with a smaller domain is covered if that domain contains $\psi_0$ and is mapped into itself, by taking the domain as `H`. `D` is any nonzero complex number, which includes the physical gap $D>0$. All the theorems assume that `ψ₀` is a unit vector, also where a docstring does not repeat it.

`IsRSSolution` contains the equations at every order in $t$, the condition that the order-zero state is $\psi_0$, and the condition that all later ones are orthogonal to $\psi_0$. These are formal series: convergence is not addressed. `freeCumulant` is defined by the recursion above, and `momentPow m s r` is $[z^r]M^s$.

`energy_eq_freeCumulant` is the all-order formula in the moments of $V$; `energies_central_moments` gives the three formulas in those of $V-E_1$.

```lean
import Mathlib

open Finset
open scoped InnerProductSpace

namespace FlatSpectrumFreeCumulants

noncomputable section

variable {H : Type*} [NormedAddCommGroup H] [InnerProductSpace ℂ H]

/-- The flat Hamiltonian `D (1 - P)`, with `P` the projector on the unit vector `ψ₀`. -/
def flatHamiltonian (D : ℂ) (ψ₀ x : H) : H := D • (x - ⟪ψ₀, x⟫_ℂ • ψ₀)

/-- The moment `⟨ψ₀, V^k ψ₀⟩`. -/
def moment (V : Module.End ℂ H) (ψ₀ : H) (k : ℕ) : ℂ := ⟪ψ₀, (V ^ k) ψ₀⟫_ℂ

/-- The coefficient of `z^r` in the `s`-th power of the moment series `∑ m_k z^k`. -/
def momentPow (m : ℕ → ℂ) (s r : ℕ) : ℂ := PowerSeries.coeff r (PowerSeries.mk m ^ s)

/-- The free cumulants of a moment sequence with `m 0 = 1`, from the recursion
`m_n = ∑_s κ_s [z^(n-s)] M(z)^s`; the unused entry of order zero is set to `0`. -/
def freeCumulant (m : ℕ → ℂ) : ℕ → ℂ
  | 0 => 0
  | n + 1 => m (n + 1) -
      ∑ j : Fin n, freeCumulant m (j.val + 1) * momentPow m (j.val + 1) (n - j.val)
termination_by n => n
decreasing_by all_goals omega

/-- Energies `E n` and states `ψ n` solve the Schrödinger equation for `D (1 - P) + t V`
order by order in `t`, in intermediate normalisation. -/
structure IsRSSolution (D : ℂ) (ψ₀ : H) (V : Module.End ℂ H) (E : ℕ → ℂ) (ψ : ℕ → H) :
    Prop where
  zero : ψ 0 = ψ₀
  normalised : ∀ n, ⟪ψ₀, ψ (n + 1)⟫_ℂ = 0
  order_zero : flatHamiltonian D ψ₀ (ψ 0) = E 0 • ψ 0
  order_succ : ∀ n, flatHamiltonian D ψ₀ (ψ (n + 1)) + V (ψ n) =
    ∑ k ∈ range (n + 2), E k • ψ (n + 1 - k)

lemma inner_unit {ψ₀ : H} (h : ‖ψ₀‖ = 1) : ⟪ψ₀, ψ₀⟫_ℂ = 1 := by
  rw [inner_self_eq_norm_sq_to_K, h]; simp

lemma triangle_swap {A : Type*} [AddCommMonoid A] (k : ℕ) (f : ℕ → ℕ → A) :
    ∑ n ∈ range (k + 1), ∑ i ∈ range (n + 1), f n i =
      ∑ i ∈ range (k + 1), ∑ j ∈ range (k - i + 1), f (i + j) i := by
  rw [Finset.sum_comm' (s' := fun i => Ico i (k + 1)) (t' := range (k + 1))
    (by intro x y; simp only [mem_range, mem_Ico]; omega)]
  refine sum_congr rfl fun i hi => ?_
  have hi' := mem_range.1 hi
  rw [sum_Ico_eq_sum_range, show k + 1 - i = k - i + 1 by omega]

lemma momentPow_add (m : ℕ → ℂ) (s t r : ℕ) : momentPow m (s + t) r =
    ∑ i ∈ range (r + 1), momentPow m s i * momentPow m t (r - i) := by
  unfold momentPow
  rw [pow_add, PowerSeries.coeff_mul]
  exact Finset.Nat.sum_antidiagonal_eq_sum_range_succ (fun a b =>
    PowerSeries.coeff a (PowerSeries.mk m ^ s) * PowerSeries.coeff b (PowerSeries.mk m ^ t)) r

lemma momentPow_one (m : ℕ → ℂ) (r : ℕ) : momentPow m 1 r = m r := by
  simp [momentPow]

lemma momentPow_zero (m : ℕ → ℂ) (r : ℕ) : momentPow m 0 (r + 1) = 0 := by
  simp [momentPow, PowerSeries.coeff_one]

lemma momentPow_head {m : ℕ → ℂ} (hm : m 0 = 1) (s : ℕ) : momentPow m s 0 = 1 := by
  induction s with
  | zero => simp [momentPow]
  | succ s ih => rw [momentPow_add]; simp [ih, momentPow_one, hm]

lemma momentPow_rec {m κ : ℕ → ℂ} (hm : m 0 = 1) (i r : ℕ)
    (h : ∀ p ≤ r, m (p + 1) = ∑ j ∈ range (p + 1), κ j * momentPow m (j + 1) (p - j)) :
    momentPow m (i + 1) (r + 1) = momentPow m i (r + 1) +
      ∑ j ∈ range (r + 1), κ j * momentPow m (i + j + 1) (r - j) := by
  have key : ∑ p ∈ range (r + 1), momentPow m 1 (p + 1) * momentPow m i (r + 1 - (p + 1)) =
      ∑ j ∈ range (r + 1), κ j * momentPow m (i + j + 1) (r - j) := by
    calc _ = ∑ p ∈ range (r + 1), ∑ j ∈ range (p + 1),
          κ j * momentPow m (j + 1) (p - j) * momentPow m i (r - p) := by
          refine sum_congr rfl fun p hp => ?_
          have hp' := mem_range.1 hp
          rw [momentPow_one, h p (by omega), sum_mul, Nat.add_sub_add_right]
      _ = _ := triangle_swap r
          (fun p j => κ j * momentPow m (j + 1) (p - j) * momentPow m i (r - p))
      _ = _ := by
          refine sum_congr rfl fun j _ => ?_
          rw [show i + j + 1 = (j + 1) + i by omega, momentPow_add, mul_sum]
          refine sum_congr rfl fun l _ => ?_
          rw [Nat.add_sub_cancel_left, Nat.sub_sub, mul_assoc]
  rw [add_comm i 1, momentPow_add, sum_range_succ', key, momentPow_one, hm, one_mul,
    Nat.sub_zero, add_comm]

/-- For a unit vector `ψ₀`, if `V (φ n)` is `φ (n+1)` plus the `φ i` with `i ≤ n` weighted by `κ
(n-i)`, and all `φ (n+1)` are orthogonal to `φ 0 = ψ₀`, then the moments of `V` in `ψ₀` obey the
moment-cumulant recursion with `κ j` in the place of order `j + 1`. -/
theorem moment_recursion {V : Module.End ℂ H} {ψ₀ : H} {φ : ℕ → H} {κ : ℕ → ℂ}
    (hψ : ‖ψ₀‖ = 1) (h0 : φ 0 = ψ₀) (hort : ∀ n, ⟪ψ₀, φ (n + 1)⟫_ℂ = 0)
    (hlad : ∀ n, V (φ n) = φ (n + 1) + ∑ i ∈ range (n + 1), κ (n - i) • φ i) (k : ℕ) :
    moment V ψ₀ (k + 1) =
      ∑ j ∈ range (k + 1), κ j * momentPow (moment V ψ₀) (j + 1) (k - j) := by
  have hm : moment V ψ₀ 0 = 1 := by
    unfold moment; rw [pow_zero, Module.End.one_apply, inner_unit hψ]
  have hdef : ∀ k, moment V ψ₀ k = ⟪ψ₀, (V ^ k) ψ₀⟫_ℂ := fun _ => rfl
  generalize moment V ψ₀ = m at hm hdef ⊢
  -- expand `V^k ψ₀` in the `φ n`, together with the recursion at all lower orders
  suffices hs : ∀ k, (V ^ k) ψ₀ = ∑ n ∈ range (k + 1), momentPow m (n + 1) (k - n) • φ n ∧
      ∀ p < k, m (p + 1) = ∑ j ∈ range (p + 1), κ j * momentPow m (j + 1) (p - j) from
    (hs (k + 1)).2 k (Nat.lt_succ_self k)
  intro k
  induction k with
  | zero => exact ⟨by simp [momentPow_head hm, h0], fun p hp => absurd hp (Nat.not_lt_zero p)⟩
  | succ k ih =>
    obtain ⟨hv, hr⟩ := ih
    have hstep : (V ^ (k + 1)) ψ₀ =
        ∑ n ∈ range (k + 1), momentPow m (n + 1) (k - n) • φ (n + 1) +
        ∑ i ∈ range (k + 1), (∑ j ∈ range (k - i + 1),
          κ j * momentPow m (i + j + 1) (k - i - j)) • φ i := by
      rw [pow_succ', Module.End.mul_apply, hv, map_sum]
      simp only [map_smul, hlad, smul_add, sum_add_distrib, smul_sum, smul_smul]
      congr 1
      rw [triangle_swap k (fun n i => (momentPow m (n + 1) (k - n) * κ (n - i)) • φ i)]
      refine sum_congr rfl fun i _ => ?_
      rw [sum_smul]
      refine sum_congr rfl fun j _ => ?_
      rw [Nat.add_sub_cancel_left, Nat.sub_sub, mul_comm]
    -- projection on `ψ₀` gives the recursion at the next order
    have hk : m (k + 1) = ∑ j ∈ range (k + 1), κ j * momentPow m (j + 1) (k - j) := by
      have hA : ∑ n ∈ range (k + 1),
          ⟪ψ₀, momentPow m (n + 1) (k - n) • φ (n + 1)⟫_ℂ = 0 :=
        sum_eq_zero fun n _ => by rw [inner_smul_right, hort, mul_zero]
      rw [hdef, hstep, inner_add_right, inner_sum, inner_sum, hA, zero_add,
        sum_range_succ' _ k]
      simp only [inner_smul_right, hort, h0, inner_unit hψ, mul_zero, sum_const_zero,
        zero_add, mul_one, Nat.sub_zero]
      try simp
    have hr' : ∀ p < k + 1, m (p + 1) =
        ∑ j ∈ range (p + 1), κ j * momentPow m (j + 1) (p - j) := by
      intro p hp
      rcases Nat.lt_succ_iff_lt_or_eq.1 hp with h | h
      · exact hr p h
      · rw [h]; exact hk
    refine ⟨?_, hr'⟩
    have h1 := sum_range_succ' (fun n => momentPow m n (k + 1 - n) • φ n) (k + 1)
    rw [sum_range_succ] at h1
    simp only [Nat.add_sub_add_right, Nat.sub_self, Nat.sub_zero, momentPow_zero,
      momentPow_head hm, one_smul, zero_smul, add_zero] at h1
    have h2 : ∑ n ∈ range (k + 1), momentPow m (n + 1) (k + 1 - n) • φ n =
        ∑ n ∈ range (k + 1), momentPow m n (k + 1 - n) • φ n +
        ∑ i ∈ range (k + 1), (∑ j ∈ range (k - i + 1),
          κ j * momentPow m (i + j + 1) (k - i - j)) • φ i := by
      rw [← sum_add_distrib]
      refine sum_congr rfl fun n hn => ?_
      have hn' := mem_range.1 hn
      rw [← add_smul, show k + 1 - n = k - n + 1 by omega,
        momentPow_rec hm n (k - n) fun p hp => hr' p (by omega)]
    rw [sum_range_succ, h2, hstep, ← h1, Nat.sub_self, momentPow_head hm, one_smul]
    abel

lemma eq_freeCumulant {m κ : ℕ → ℂ} (hm : m 0 = 1)
    (h : ∀ n, m (n + 1) = ∑ j ∈ range (n + 1), κ j * momentPow m (j + 1) (n - j)) (n : ℕ) :
    κ n = freeCumulant m (n + 1) := by
  induction n using Nat.strong_induction_on with
  | _ n ih =>
    have hs : ∑ j : Fin n, freeCumulant m (j.val + 1) * momentPow m (j.val + 1) (n - j.val) =
        ∑ j ∈ range n, κ j * momentPow m (j + 1) (n - j) := by
      rw [Finset.sum_range]
      exact sum_congr rfl fun j _ => by rw [ih j.val j.isLt]
    rw [freeCumulant, hs, h n, sum_range_succ, Nat.sub_self, momentPow_head hm]
    ring

/-- For a flat excited spectrum, `V` sends the `n`-th order state to `-D` times the next one plus
the states of order at most `n`, weighted by the energies. -/
theorem ladder {D : ℂ} {ψ₀ : H} {V : Module.End ℂ H} {E : ℕ → ℂ} {ψ : ℕ → H}
    (hψ : ‖ψ₀‖ = 1) (sol : IsRSSolution D ψ₀ V E ψ) (n : ℕ) :
    V (ψ n) = (-D) • ψ (n + 1) + ∑ j ∈ range (n + 1), E (j + 1) • ψ (n - j) := by
  have e0 : E 0 = 0 := by
    have h := sol.order_zero
    rw [sol.zero, flatHamiltonian, inner_unit hψ, one_smul, sub_self, smul_zero] at h
    have h' := congrArg (inner ℂ ψ₀) h
    rw [inner_zero_right, inner_smul_right, inner_unit hψ, mul_one] at h'
    exact h'.symm
  have h := sol.order_succ n
  rw [sum_range_succ', e0, zero_smul, add_zero] at h
  simp only [flatHamiltonian, sol.normalised n, zero_smul, sub_zero,
    Nat.add_sub_add_right] at h
  rw [neg_smul, ← h]
  abel

/-- For a flat excited spectrum at height `D`, the energy of order `n + 1` is the free cumulant
of order `n + 1` of `V` in the state `ψ₀`, divided by `(-D)^n`. -/
theorem energy_eq_freeCumulant {D : ℂ} {ψ₀ : H} {V : Module.End ℂ H} {E : ℕ → ℂ} {ψ : ℕ → H}
    (hD : D ≠ 0) (hψ : ‖ψ₀‖ = 1) (sol : IsRSSolution D ψ₀ V E ψ) (n : ℕ) :
    E (n + 1) = freeCumulant (moment V ψ₀) (n + 1) / (-D) ^ n := by
  have hm : moment V ψ₀ 0 = 1 := by
    unfold moment; rw [pow_zero, Module.End.one_apply, inner_unit hψ]
  -- rescale the states and energies by powers of `-D`
  have hlad : ∀ n, V ((-D) ^ n • ψ n) = (-D) ^ (n + 1) • ψ (n + 1) +
      ∑ i ∈ range (n + 1), ((-D) ^ (n - i) * E (n - i + 1)) • ((-D) ^ i • ψ i) := by
    intro n
    rw [← Finset.sum_flip (fun i => ((-D) ^ (n - i) * E (n - i + 1)) • ((-D) ^ i • ψ i)),
      map_smul, ladder hψ sol n, smul_add, smul_smul, ← pow_succ, smul_sum]
    congr 1
    refine sum_congr rfl fun j hj => ?_
    have hj' : j ≤ n := Nat.lt_succ_iff.1 (mem_range.1 hj)
    have hp : (-D) ^ n = (-D) ^ j * (-D) ^ (n - j) := by
      rw [← pow_add, Nat.add_sub_cancel' hj']
    rw [Nat.sub_sub_self hj', smul_smul, smul_smul, hp]
    congr 1
    ring
  have h := eq_freeCumulant (κ := fun j => (-D) ^ j * E (j + 1)) hm
    (moment_recursion (φ := fun n => (-D) ^ n • ψ n) hψ (by simp [sol.zero])
      (fun n => by rw [inner_smul_right, sol.normalised n, mul_zero]) hlad) n
  rw [eq_div_iff (pow_ne_zero n (neg_ne_zero.2 hD)), ← h]
  ring

/-- The second, third and fourth order energies for a flat excited spectrum, in terms of the
moments of `V - E_1` in the state `ψ₀`. -/
theorem energies_central_moments {D : ℂ} {ψ₀ : H} {V : Module.End ℂ H} {E : ℕ → ℂ}
    {ψ : ℕ → H} (hD : D ≠ 0) (hψ : ‖ψ₀‖ = 1) (sol : IsRSSolution D ψ₀ V E ψ) :
    let m := moment (V - E 1 • (1 : Module.End ℂ H)) ψ₀
    E 2 = -m 2 / D ∧ E 3 = m 3 / D ^ 2 ∧ E 4 = -(m 4 - 2 * m 2 ^ 2) / D ^ 3 := by
  intro m
  obtain ⟨W, hWd⟩ : ∃ W, W = V - E 1 • (1 : Module.End ℂ H) := ⟨_, rfl⟩
  have hm : ∀ k, m k = ⟪ψ₀, (W ^ k) ψ₀⟫_ℂ := fun k => by rw [hWd]; rfl
  have hW : ∀ x, W x = V x - E 1 • x := fun x => by rw [hWd]; rfl
  have a0 : W (ψ 0) = (-D) • ψ 1 := by
    have h : V (ψ 0) = (-D) • ψ 1 + (0 + E 1 • ψ 0) := by
      have h := ladder hψ sol 0
      simp only [sum_range_succ, sum_range_zero] at h
      exact h
    rw [hW, h]; module
  have a1 : W (ψ 1) = (-D) • ψ 2 + E 2 • ψ 0 := by
    have h : V (ψ 1) = (-D) • ψ 2 + (0 + E 1 • ψ 1 + E 2 • ψ 0) := by
      have h := ladder hψ sol 1
      simp only [sum_range_succ, sum_range_zero] at h
      exact h
    rw [hW, h]; module
  have a2 : W (ψ 2) = (-D) • ψ 3 + E 2 • ψ 1 + E 3 • ψ 0 := by
    have h : V (ψ 2) = (-D) • ψ 3 + (0 + E 1 • ψ 2 + E 2 • ψ 1 + E 3 • ψ 0) := by
      have h := ladder hψ sol 2
      simp only [sum_range_succ, sum_range_zero] at h
      exact h
    rw [hW, h]; module
  have a3 : W (ψ 3) = (-D) • ψ 4 + E 2 • ψ 2 + E 3 • ψ 1 + E 4 • ψ 0 := by
    have h : V (ψ 3) = (-D) • ψ 4 + (0 + E 1 • ψ 3 + E 2 • ψ 2 + E 3 • ψ 1 + E 4 • ψ 0) := by
      have h := ladder hψ sol 3
      simp only [sum_range_succ, sum_range_zero] at h
      exact h
    rw [hW, h]; module
  -- apply `V - E_1` repeatedly to the reference state
  have hs : ∀ k, (W ^ (k + 1)) ψ₀ = W ((W ^ k) ψ₀) := fun k => by
    rw [pow_succ', Module.End.mul_apply]
  have w1 : (W ^ 1) ψ₀ = (-D) • ψ 1 := by rw [pow_one, ← sol.zero, a0]
  have w2 : (W ^ 2) ψ₀ = D ^ 2 • ψ 2 + (-D * E 2) • ψ 0 := by
    rw [show (W ^ 2) ψ₀ = W ((W ^ 1) ψ₀) from hs 1, w1, map_smul, a1]; module
  have w3 : (W ^ 3) ψ₀ = (-D ^ 3) • ψ 3 + (2 * D ^ 2 * E 2) • ψ 1 + (D ^ 2 * E 3) • ψ 0 := by
    rw [show (W ^ 3) ψ₀ = W ((W ^ 2) ψ₀) from hs 2, w2, map_add, map_smul, map_smul, a2, a0]
    module
  have w4 : (W ^ 4) ψ₀ = D ^ 4 • ψ 4 + (-3 * D ^ 3 * E 2) • ψ 2 + (-2 * D ^ 3 * E 3) • ψ 1 +
      (-D ^ 3 * E 4 + 2 * D ^ 2 * E 2 ^ 2) • ψ 0 := by
    rw [show (W ^ 4) ψ₀ = W ((W ^ 3) ψ₀) from hs 3, w3, map_add, map_add, map_smul, map_smul,
      map_smul, a3, a1, a0]
    module
  have o0 : ⟪ψ₀, ψ 0⟫_ℂ = 1 := by rw [sol.zero, inner_unit hψ]
  have o1 : ⟪ψ₀, ψ 1⟫_ℂ = 0 := sol.normalised 0
  have o2 : ⟪ψ₀, ψ 2⟫_ℂ = 0 := sol.normalised 1
  have o3 : ⟪ψ₀, ψ 3⟫_ℂ = 0 := sol.normalised 2
  have o4 : ⟪ψ₀, ψ 4⟫_ℂ = 0 := sol.normalised 3
  have m2 : m 2 = -D * E 2 := by
    rw [hm, w2]; simp only [inner_add_right, inner_smul_right, o0, o2]; ring
  have m3 : m 3 = D ^ 2 * E 3 := by
    rw [hm, w3]; simp only [inner_add_right, inner_smul_right, o0, o1, o3]; ring
  have m4 : m 4 = -D ^ 3 * E 4 + 2 * D ^ 2 * E 2 ^ 2 := by
    rw [hm, w4]; simp only [inner_add_right, inner_smul_right, o0, o1, o2, o4]; ring
  refine ⟨?_, ?_, ?_⟩
  · rw [eq_div_iff hD]; linear_combination m2
  · rw [eq_div_iff (pow_ne_zero 2 hD)]; linear_combination -m3
  · rw [eq_div_iff (pow_ne_zero 3 hD)]
    linear_combination m4 - 2 * (m 2 - D * E 2) * m2

/-- The perturbed states built recursively from `ψ₀`. -/
def rsState (D : ℂ) (ψ₀ : H) (V : Module.End ℂ H) : ℕ → H
  | 0 => ψ₀
  | n + 1 => D⁻¹ • (∑ i : Fin (n + 1), ⟪ψ₀, V (rsState D ψ₀ V i.val)⟫_ℂ •
      rsState D ψ₀ V (n - i.val) - V (rsState D ψ₀ V n))
termination_by n => n
decreasing_by all_goals omega

/-- The energies: zero at order zero, and `⟨ψ₀, V ψ_n⟩` at order `n + 1`. -/
def rsEnergy (D : ℂ) (ψ₀ : H) (V : Module.End ℂ H) : ℕ → ℂ
  | 0 => 0
  | n + 1 => ⟪ψ₀, V (rsState D ψ₀ V n)⟫_ℂ

/-- For every perturbation `V` and every `D ≠ 0`, the recursively built energies and states
are an intermediate-normalised solution. -/
theorem isRSSolution_witness {D : ℂ} {ψ₀ : H} (hD : D ≠ 0) (hψ : ‖ψ₀‖ = 1)
    (V : Module.End ℂ H) : IsRSSolution D ψ₀ V (rsEnergy D ψ₀ V) (rsState D ψ₀ V) := by
  have z : rsState D ψ₀ V 0 = ψ₀ := by rw [rsState]
  have s : ∀ n, rsState D ψ₀ V (n + 1) = D⁻¹ • (∑ i ∈ range (n + 1),
      rsEnergy D ψ₀ V (i + 1) • rsState D ψ₀ V (n - i) - V (rsState D ψ₀ V n)) := by
    intro n
    rw [Finset.sum_range]
    conv_lhs => rw [rsState]
    rfl
  have o : ∀ n, ⟪ψ₀, rsState D ψ₀ V (n + 1)⟫_ℂ = 0 := by
    intro n
    induction n using Nat.strong_induction_on with
    | _ n ih =>
      have hz : ∑ i ∈ range n,
          ⟪ψ₀, rsEnergy D ψ₀ V (i + 1) • rsState D ψ₀ V (n - i)⟫_ℂ = 0 := by
        refine sum_eq_zero fun i hi => ?_
        have hi' := mem_range.1 hi
        rw [inner_smul_right, show n - i = (n - i - 1) + 1 by omega,
          ih (n - i - 1) (by omega), mul_zero]
      rw [s, inner_smul_right, inner_sub_right, inner_sum, sum_range_succ, hz, Nat.sub_self,
        z, inner_smul_right, inner_unit hψ, rsEnergy]
      ring
  refine ⟨z, o, ?_, fun n => ?_⟩
  · rw [z, flatHamiltonian, inner_unit hψ, rsEnergy]; simp
  · rw [flatHamiltonian, o n, zero_smul, sub_zero, s n, smul_smul, mul_inv_cancel₀ hD,
      one_smul, sub_add_cancel, sum_range_succ' _ (n + 1)]
    simp only [Nat.add_sub_add_right]
    simp [rsEnergy]

end

end FlatSpectrumFreeCumulants
```

```lean
#print axioms FlatSpectrumFreeCumulants.energy_eq_freeCumulant
-- 'FlatSpectrumFreeCumulants.energy_eq_freeCumulant' depends on axioms: [propext, Classical.choice, Quot.sound]
#print axioms FlatSpectrumFreeCumulants.energies_central_moments
-- 'FlatSpectrumFreeCumulants.energies_central_moments' depends on axioms: [propext, Classical.choice, Quot.sound]
```

## How the proof follows the algebra

`ladder` derives the first relation. `moment_recursion` proves the expansion of $V^k\psi_0$ and the recursion together, because each step needs the recursion at the new order. `triangle_swap` reorders the double sums, and `momentPow_rec` is the multiplication by $M^i$. `eq_freeCumulant` proves uniqueness by strong induction; the main theorem supplies the rescaling by powers of $-D$.

For the low orders, `module` collects vector coefficients and `linear_combination` solves for the energies.

`isRSSolution_witness` shows that a solution exists for every `V`, every nonzero `D` and every unit vector `ψ₀`. It sets $E_{n+1}=\langle\psi_0,V\psi_n\rangle$ and solves the first relation for $\psi_{n+1}$. By induction only the $j=n$ term of the sum overlaps with $\psi_0$, and it cancels the overlap of $V\psi_n$.
